# \(N\) non-interacting fermions on \(d+N-1\) equally spaced levels have \(q^{N(N-1)/2}\) times the partition function of \(N\) bosons on \(d\) levels with the same starting energy and spacing, where \(q\) is the Boltzmann factor of one step

Q: Everything depends on what is called a partition function. For me it is a trace of \(e^{-\beta H}\), with Hamiltonian \(H\) and inverse temperature \(\beta\), over antisymmetric or symmetric \(N\)-particle states. The Lean code has no Hilbert space and no operator. What was chosen in their place?

A: The occupation-number basis. Take non-interacting identical particles and single-particle states \(i = 0, 1, 2, \dots\), which I call levels, with energies \(\varepsilon_i\) and Boltzmann factors \(x_i = e^{-\beta\varepsilon_i}\). The Hamiltonian is diagonal in the occupation numbers \(n_i\), so the trace is a sum over occupation patterns of \(\prod_i x_i^{n_i}\). For \(N\) fermions on the first \(M\) levels and \(N\) bosons on the first \(d\) levels,
\[
Z^F_{M,N} = \sum_{\substack{s \subseteq \{0,\dots,M-1\}\\ |s| = N}} \ \prod_{i\in s} x_i, \qquad
Z^B_{d,N} = \sum_{n_0+\dots+n_{d-1}=N} \ \prod_{i=0}^{d-1} x_i^{\,n_i}.
\]
These sums are taken as definitions. The step from the trace to the sums is assumed, and the exclusion principle enters as the rule that fermions occupy a set. The factors live in an arbitrary commutative ring `R`.

```lean
import Mathlib

open Finset

namespace LadderBoseFermi

noncomputable section

variable {R : Type*} [CommRing R]
```

In `fermionZ`, `range M` is \(\{0,\dots,M-1\}\) and `powersetCard N (range M)` is the collection of its \(N\)-element subsets.

```lean
/-- Partition function of `N` fermions on levels `0, ..., M-1` with Boltzmann factors `x i`:
a sum over the sets of `N` distinct occupied levels. -/
def fermionZ (x : ℕ → R) (M N : ℕ) : R :=
  ∑ s ∈ powersetCard N (range M), ∏ i ∈ s, x i
```

In `bosonZ`, `finsuppAntidiag (range d) N` is the set of functions \(i \mapsto n_i\) into the natural numbers that vanish for \(i \ge d\) and add up to \(N\). Each pattern is counted once, with no factor \(1/N!\).

```lean
/-- Partition function of `N` bosons on levels `0, ..., d-1` with Boltzmann factors `x i`:
a sum over occupation numbers `n i` that add up to `N`. -/
def bosonZ (x : ℕ → R) (d N : ℕ) : R :=
  ∑ n ∈ finsuppAntidiag (range d) N, ∏ i ∈ range d, x i ^ n i
```

Q: A commutative ring has no temperature and no energy. How do I get back to physics?

A: Equal spacing, \(\varepsilon_i = \varepsilon + i\Delta\) with lowest index at energy \(\varepsilon\) and spacing \(\Delta\), gives \(x_i = a q^i\) with \(a = e^{-\beta\varepsilon}\) and \(q = e^{-\beta\Delta}\). The identity is polynomial in \(a\) and \(q\), so it needs neither order nor division and holds equally for a formal variable \(q\). The geometric sequence is `ladder`, the real exponentials are `boltzmann`, and `freeEnergy` is \(A = -\beta^{-1}\ln Z\) for a partition function \(Z\).

```lean
/-- Boltzmann factors `a, a q, a q², ...` of an equally spaced ladder of levels. -/
def ladder (a q : R) (i : ℕ) : R := a * q ^ i

/-- Boltzmann factor of level `i` with energy `ε + i Δ` at inverse temperature `β`. -/
def boltzmann (β ε Δ : ℝ) (i : ℕ) : ℝ := Real.exp (-β * (ε + i * Δ))

/-- Free energy `-(log Z)/β` belonging to a partition function `Z`. -/
def freeEnergy (β Z : ℝ) : ℝ := -Real.log Z / β
```

Q: Then state the claim. Why are the two level counts different?

A: The claim is
\[
Z^F_{M,N} = q^{N(N-1)/2}\, Z^B_{d,N} \quad \text{for } x_i = a q^i \text{ and } M + 1 = d + N .
\]
Try \(N = 2\), \(d = 2\), \(M = 3\). The fermion pairs \(\{0,1\}, \{0,2\}, \{1,2\}\) give \(a^2(q + q^2 + q^3)\). The boson patterns \((2,0), (1,1), (0,2)\) give \(a^2(1 + q + q^2)\). The ratio is \(q\). With \(M = d = 2\) the fermions would have one state against three.

Q: My own picture is a staircase. Order the occupied fermion levels, lower them by \(0, 1, \dots, N-1\) steps, and read the result as boson levels. The highest drops from at most \(d+N-2\) to at most \(d-1\), and the total drop is \(N(N-1)/2\) steps. Is that the proof?

A: It is a good way to remember the level count and the exponent, but that bijection is not formalised here. The proof uses two recursions in the top level, and these start from boundary values. With no particles there is one state, the empty one, of weight 1. With \(N > M\) there is no \(N\)-subset, since a subset of \(M\) levels has at most \(M\) elements, which is the inequality `card_le_card` supplies. With no levels and at least one boson there is no pattern.

```lean
/-- With no particles both partition functions equal one. -/
theorem vacuum (x : ℕ → R) (M : ℕ) : fermionZ x M 0 = 1 ∧ bosonZ x M 0 = 1 := by
  simp [fermionZ, bosonZ]

/-- The fermion partition function vanishes when there are more fermions than levels. -/
theorem fermionZ_overfilled (x : ℕ → R) {M N : ℕ} (h : M < N) : fermionZ x M N = 0 := by
  apply sum_eq_zero
  intro s hs
  obtain ⟨h1, h2⟩ := mem_powersetCard.1 hs
  have h3 := card_le_card h1
  rw [card_range] at h3
  omega

/-- The boson partition function vanishes when there are particles but no levels. -/
theorem bosonZ_no_levels (x : ℕ → R) (N : ℕ) : bosonZ x 0 (N + 1) = 0 := by
  apply sum_eq_zero
  intro l hl
  simp at hl
```

Q: And the fermion recursion?

A: Put \(N+1\) fermions on levels \(0,\dots,M\). Either level \(M\) is empty and all sit on the lower \(M\) levels, or it holds one fermion and the other \(N\) sit below:
\[
Z^F_{M+1,N+1} = Z^F_{M,N+1} + x_M\, Z^F_{M,N}.
\]
This holds for any factors \(x_i\). In the proof, `h` is the splitting of the subsets into the two classes, `hdisj` says that no subset is in both, and `hinj` says that adding level \(M\) to different lower sets gives different sets, because removing it again recovers them. The last line, with `prod_insert`, pulls out \(x_M\).

```lean
/-- Fermion recursion: the top level is either empty, or holds one fermion while the others
sit on the lower levels. -/
theorem fermionZ_succ (x : ℕ → R) (M N : ℕ) :
    fermionZ x (M + 1) (N + 1) = fermionZ x M (N + 1) + x M * fermionZ x M N := by
  have h : powersetCard (N + 1) (range (M + 1)) = powersetCard (N + 1) (range M) ∪
      (powersetCard N (range M)).image (insert M) := by
    rw [range_add_one]
    exact powersetCard_succ_insert (by simp) N
  have hM : ∀ k, ∀ s ∈ powersetCard k (range M), M ∉ s := by
    intro k s hs hMs
    have := (mem_powersetCard.1 hs).1 hMs
    simp at this
  have hdisj : Disjoint (powersetCard (N + 1) (range M))
      ((powersetCard N (range M)).image (insert M)) := by
    rw [disjoint_left]
    intro s hs hs'
    obtain ⟨t, _, rfl⟩ := mem_image.1 hs'
    exact hM _ _ hs (mem_insert_self _ _)
  have hinj : Set.InjOn (insert M : Finset ℕ → Finset ℕ)
      (powersetCard N (range M) : Set (Finset ℕ)) := by
    intro s hs t ht hst
    calc s = (insert M s).erase M := (erase_insert (hM N s (mem_coe.1 hs))).symm
      _ = (insert M t).erase M := by rw [show insert M s = insert M t from hst]
      _ = t := erase_insert (hM N t (mem_coe.1 ht))
  unfold fermionZ
  rw [h, sum_union hdisj, sum_image hinj, mul_sum]
  congr 1
  exact sum_congr rfl fun s hs => prod_insert (hM N s hs)
```

Q: For bosons the top level can hold any number. I expected a sum over \(n_d\), and I see power series. Doesn't that raise a convergence question?

A: The recursion removes one boson at a time. For \(N+1\) bosons on levels \(0,\dots,d\), either \(n_d = 0\), or \(n_d \ge 1\) and taking one boson off level \(d\) leaves \(N\) bosons that may still use all \(d+1\) levels:
\[
Z^B_{d+1,N+1} = Z^B_{d,N+1} + x_d\, Z^B_{d+1,N}.
\]
The proof goes through the grand canonical series in a fugacity variable \(t\). Let \(g_i(t) = \sum_{k\ge0} x_i^k t^k\) and \(G_d(t) = \prod_{i<d} g_i(t)\). Expanding the product shows that the coefficient of \(t^N\) in \(G_d\) is \(Z^B_{d,N}\), which is `key`. The geometric series obeys \(g_d = 1 + x_d\, t\, g_d\), which is `geo`. Multiplying by \(G_d\) gives \(G_{d+1} = G_d + x_d\, t\, G_{d+1}\), which is `h`, and the coefficient of \(t^{N+1}\) is the recursion. The series are formal: `PowerSeries.X` is \(t\), no value is ever substituted, and each coefficient is a finite sum, so convergence does not arise.

```lean
/-- Boson recursion: the top level is either empty, or holds one boson while the others
may still use all levels. -/
theorem bosonZ_succ (x : ℕ → R) (d N : ℕ) :
    bosonZ x (d + 1) (N + 1) = bosonZ x d (N + 1) + x d * bosonZ x (d + 1) N := by
  -- `bosonZ` is a coefficient of the grand canonical series, a product of geometric series
  have key : ∀ d N, bosonZ x d N =
      PowerSeries.coeff N (∏ i ∈ range d, PowerSeries.mk fun k => x i ^ k) := by
    intro d N
    rw [PowerSeries.coeff_prod]
    simp only [bosonZ, PowerSeries.coeff_mk]
  have geo : (PowerSeries.mk fun k => x d ^ k) =
      1 + PowerSeries.C (x d) * ((PowerSeries.mk fun k => x d ^ k) * PowerSeries.X) := by
    ext n
    cases n with
    | zero => simp
    | succ n =>
      rw [map_add, PowerSeries.coeff_C_mul, PowerSeries.coeff_succ_mul_X]
      simp [PowerSeries.coeff_one, pow_succ']
  have h : (∏ i ∈ range (d + 1), PowerSeries.mk fun k => x i ^ k) =
      (∏ i ∈ range d, PowerSeries.mk fun k => x i ^ k) + PowerSeries.C (x d) *
        ((∏ i ∈ range (d + 1), PowerSeries.mk fun k => x i ^ k) * PowerSeries.X) := by
    rw [prod_range_succ]
    linear_combination (∏ i ∈ range d, PowerSeries.mk fun k => x i ^ k) * geo
  have h2 := congrArg (PowerSeries.coeff (N + 1)) h
  rw [map_add, PowerSeries.coeff_C_mul, PowerSeries.coeff_succ_mul_X] at h2
  simp only [key]
  exact h2
```

One consequence is needed later. For real \(x_i > 0\) and at least one level, \(Z^B_{d+1,N} > 0\). By induction on \(N\), the first term of the recursion is non-negative and the second is positive.

```lean
/-- With positive Boltzmann factors and at least one level the boson partition function
is positive. -/
theorem bosonZ_pos {x : ℕ → ℝ} (hx : ∀ i, 0 < x i) (d N : ℕ) : 0 < bosonZ x (d + 1) N := by
  induction N with
  | zero => rw [(vacuum x (d + 1)).2]; exact one_pos
  | succ N ih =>
    have h0 : 0 ≤ bosonZ x d (N + 1) :=
      sum_nonneg fun n _ => prod_nonneg fun i _ => pow_nonneg (hx i).le _
    rw [bosonZ_succ]
    exact add_pos_of_nonneg_of_pos h0 (mul_pos (hx d) ih)
```

Q: So far nothing used equal spacing. Where does it come in?

A: In one place. Write \(T_N = N(N-1)/2 = \binom{N}{2}\), so that \(T_{N+1} = T_N + N\). Induct on \(N\), and inside that on \(d\). For \(N = 0\) both sides are 1. For \(N+1\) particles and \(d = 0\) we have \(M = N < N+1\), and both sides are 0. For \(N+1\) particles and \(d+1\) boson levels, \(M = d+N+1\), and
\[
\begin{aligned}
Z^F_{d+N+1,N+1} &= Z^F_{d+N,N+1} + a q^{d+N} Z^F_{d+N,N} \\
&= q^{T_{N+1}} Z^B_{d,N+1} + a q^{d+N} q^{T_N} Z^B_{d+1,N} \\
&= q^{T_{N+1}} \left( Z^B_{d,N+1} + a q^{d} Z^B_{d+1,N} \right) = q^{T_{N+1}} Z^B_{d+1,N+1}.
\end{aligned}
\]
The second line applies the inner hypothesis to the first term, as \(d+N+1 = d + (N+1)\), and the outer one to the second, as \(d+N+1 = (d+1)+N\). The third line uses \(x_{d+N} = q^N x_d\), which is the equal spacing. In Lean, `Nat.choose_two_right` turns the exponent into \(\binom N2\), `hc` is \(T_{N+1} = T_N + N\), `ihd` and `ih` are the inner and outer hypotheses, and `ring` collects the powers of \(q\). Both inductions are generalised over the level counts because the hypotheses are applied at shifted values.

```lean
/-- On the ladder `a, a q, a q², ...`, the partition function of `N` fermions on
`M = d + N - 1` levels is `q^(N(N-1)/2)` times that of `N` bosons on `d` levels. -/
theorem ladder_equivalence (a q : R) {M d N : ℕ} (hM : M + 1 = d + N) :
    fermionZ (ladder a q) M N = q ^ (N * (N - 1) / 2) * bosonZ (ladder a q) d N := by
  rw [← Nat.choose_two_right]
  induction N generalizing M d with
  | zero => rw [(vacuum _ M).1, (vacuum _ d).2]; simp
  | succ N ih =>
    have hc : (N + 1).choose 2 = N.choose 2 + N := by
      have h := Nat.choose_succ_succ' N 1
      rw [Nat.choose_one_right] at h
      exact h.trans (add_comm _ _)
    induction d generalizing M with
    | zero =>
      rw [fermionZ_overfilled _ (show M < N + 1 by omega), bosonZ_no_levels, mul_zero]
    | succ d ihd =>
      obtain rfl : M = d + N + 1 := by omega
      -- the top fermion level `d + N` lies `N` steps above the top boson level `d`
      rw [fermionZ_succ, bosonZ_succ, ihd (show d + N + 1 = d + (N + 1) by omega),
        ih (show d + N + 1 = d + 1 + N by omega), hc]
      simp only [ladder]
      ring
```

Setting \(a = 1\), which puts the zero of energy at level 0, gives the statement for the factors \(1, q, \dots, q^{d+N-2}\) and \(1, q, \dots, q^{d-1}\).

```lean
/-- The partition function of `N` fermions on the `M = d + N - 1` levels with Boltzmann factors `1,
q, ..., q^(d+N-2)` equals `q^(N(N-1)/2)` times that of `N` bosons on the `d` levels with Boltzmann
factors `1, q, ..., q^(d-1)`. -/
theorem boson_fermion_equivalence (q : R) {M d N : ℕ} (hM : M + 1 = d + N) :
    fermionZ (fun i => q ^ i) M N = q ^ (N * (N - 1) / 2) * bosonZ (fun i => q ^ i) d N := by
  have h : ladder 1 q = fun i => q ^ i := by
    funext i
    simp [ladder]
  rw [← h]
  exact ladder_equivalence 1 q hM
```

Q: I would have written \(M = d+N-1\) and required \(d \ge 1\). You have `hM : M + 1 = d + N` and no bound on \(d\). Is anything lost or smuggled in at the edges?

A: For \(d \ge 1\) the equation has exactly the solution \(M = d+N-1\), so every case you want is there, with the level count stated without subtraction of natural numbers. At \(d = 1\), \(N = 0\) it gives \(M = 0\): the fermion level list is empty and the identity reads \(1 = 1\). At \(d = 1\) and general \(N\) we have \(M = N\), one filled configuration against one condensed one. At \(d = 0\) the equation forces \(N = M+1\), and the identity reads \(0 = 0\), which is also the base of the inner induction. For \(d = N = 0\) no \(M\) exists and nothing is claimed. The exponent `N * (N - 1) / 2` is a natural number. The division is exact because \(N(N-1)\) is even, and the value at \(N = 0\) is 0.

Q: Perhaps such a relation holds for many spectra and the ladder is only a convenient example.

A: There is a converse for two particles. Suppose all \(x_i\) are positive reals, as they are for real energies at real \(\beta\), and that one real constant \(c\) satisfies \(Z^F_{d+1,2} = c\, Z^B_{d,2}\) for every \(d \ge 1\). The constant is a proportionality factor that does not depend on the cutoff, the role played by \(q^{T_2} = q\) above. The relation also holds at \(d = 0\), as \(0 = 0\), and `h'` records this extension. One particle does not see the statistics, so \(Z^F_{M,1} = Z^B_{M,1}\) for all \(M\), which is `one`. Call this value \(S_d\) at \(M = d+1\). The recursions give
\[
Z^F_{d+2,2} - Z^F_{d+1,2} = x_{d+1} S_d, \qquad Z^B_{d+1,2} - Z^B_{d,2} = x_d S_d .
\]
The left side of the first is \(c\) times the left side of the second, so \(x_{d+1} S_d = c\, x_d S_d\). This is the `linear_combination` in `step`, and `mul_right_cancel₀` cancels \(S_d\), nonzero by `bosonZ_pos`. Hence \(x_i = x_0 c^i\). The other direction is `ladder_equivalence` at \(N = 2\). The converse requires the relation at every cutoff of an unending list of levels. It says nothing about a single \(d\), a factor that varies with \(d\), or other particle numbers.

```lean
/-- For positive Boltzmann factors, two fermions on `d + 1` levels have `c` times the partition
function of two bosons on `d` levels for every `d ≥ 1` exactly when `x i = x 0 * c ^ i`. -/
theorem two_particle_equivalence_iff {x : ℕ → ℝ} (hx : ∀ i, 0 < x i) (c : ℝ) :
    (∀ d, 1 ≤ d → fermionZ x (d + 1) 2 = c * bosonZ x d 2) ↔ ∀ i, x i = x 0 * c ^ i := by
  constructor
  · intro h
    -- a single particle does not see the statistics
    have one : ∀ M, fermionZ x M 1 = bosonZ x M 1 := by
      intro M
      induction M with
      | zero =>
        exact (fermionZ_overfilled x Nat.zero_lt_one).trans (bosonZ_no_levels x 0).symm
      | succ M ih =>
        have h1 : fermionZ x (M + 1) 1 = fermionZ x M 1 + x M * fermionZ x M 0 :=
          fermionZ_succ x M 0
        have h2 : bosonZ x (M + 1) 1 = bosonZ x M 1 + x M * bosonZ x (M + 1) 0 :=
          bosonZ_succ x M 0
        rw [h1, h2, ih, (vacuum x M).1, (vacuum x (M + 1)).2]
    have h' : ∀ d, fermionZ x (d + 1) 2 = c * bosonZ x d 2 := by
      intro d
      cases d with
      | zero =>
        have h0 : bosonZ x 0 2 = 0 := bosonZ_no_levels x 1
        rw [h0, mul_zero]
        exact fermionZ_overfilled x (by norm_num)
      | succ d => exact h _ (by omega)
    -- adding one level on both sides fixes the ratio of neighbouring factors
    have step : ∀ d, x (d + 1) = c * x d := by
      intro d
      have h1 : fermionZ x (d + 1 + 1) 2 =
          fermionZ x (d + 1) 2 + x (d + 1) * fermionZ x (d + 1) 1 := fermionZ_succ x (d + 1) 1
      have h2 : bosonZ x (d + 1) 2 = bosonZ x d 2 + x d * bosonZ x (d + 1) 1 :=
        bosonZ_succ x d 1
      rw [one] at h1
      apply mul_right_cancel₀ (bosonZ_pos hx d 1).ne'
      linear_combination h' (d + 1) - h1 - h' d + c * h2
    intro i
    induction i with
    | zero => simp
    | succ i ih => rw [step, ih]; ring
  · intro h d _
    have hl : x = ladder (x 0) c := funext h
    have h2 := ladder_equivalence (x 0) c (M := d + 1) (d := d) (N := 2) rfl
    rw [← hl] at h2
    simpa using h2
```

Q: I still want a statement with energies in it.

A: Take \(x_i = e^{-\beta(\varepsilon + i\Delta)} = a q^i\), which is `hb`. For \(d \ge 1\) the boson sum is positive, so the logarithm of the product splits:
\[
\ln Z^F_{M,N} = -\beta\Delta\,\tfrac{N(N-1)}{2} + \ln Z^B_{d,N},
\qquad
A^F = A^B + \Delta\,\tfrac{N(N-1)}{2},
\]
where \(A^F\) and \(A^B\) are the two free energies. The rewrites `Real.log_mul`, `Real.log_pow` and `Real.log_exp` give the first equation, and `field_simp`, which clears the denominators using \(\beta \ne 0\), together with `ring` gives the second. The shift equals the excess energy \(\Delta(0 + 1 + \dots + (N-1))\) of filling levels \(0,\dots,N-1\) over placing all particles on level 0. The signs of \(\beta\) and \(\Delta\) are free, and \(\Delta = 0\) is allowed, because all sums are finite. The hypotheses `hβ` and `hd` matter because Lean assigns the value 0 to division by zero and to `Real.log` at zero, so that at \(\beta = 0\) or \(d = 0\) both free energies would be 0 and the equation would fail whenever the shift is nonzero.

```lean
/-- For level energies `ε + i Δ` and `d ≥ 1`, the free energy of `N` fermions on `d + N - 1`
levels equals that of `N` bosons on `d` levels plus `Δ N (N-1)/2`. -/
theorem freeEnergy_shift {β : ℝ} (hβ : β ≠ 0) (ε Δ : ℝ) {M d N : ℕ} (hd : 1 ≤ d)
    (hM : M + 1 = d + N) :
    freeEnergy β (fermionZ (boltzmann β ε Δ) M N) =
      freeEnergy β (bosonZ (boltzmann β ε Δ) d N) + Δ * ((N : ℝ) * (N - 1) / 2) := by
  obtain ⟨e, rfl⟩ : ∃ e, d = e + 1 := ⟨d - 1, by omega⟩
  have hpos : 0 < bosonZ (boltzmann β ε Δ) (e + 1) N :=
    bosonZ_pos (fun i => Real.exp_pos _) e N
  have hb : boltzmann β ε Δ = ladder (Real.exp (-β * ε)) (Real.exp (-β * Δ)) := by
    funext i
    rw [boltzmann, ladder, ← Real.exp_nat_mul, ← Real.exp_add]
    congr 1
    ring
  rw [hb] at hpos ⊢
  rw [ladder_equivalence _ _ hM, ← Nat.choose_two_right]
  unfold freeEnergy
  rw [Real.log_mul (pow_pos (Real.exp_pos _) _).ne' hpos.ne', Real.log_pow, Real.log_exp,
    Nat.cast_choose_two]
  field_simp
  ring

end

end LadderBoseFermi
```

Q: Then what physical systems does this describe, and which does it miss?

A: It describes non-interacting spinless or fully spin-polarised particles at fixed \(N\) on a finite, equally spaced ladder with one state per rung, such as a one-dimensional harmonic trap truncated to \(d+N-1\) states for fermions and \(d\) for bosons. Within that non-interacting, finite model it gives an exact relation against which a canonical-ensemble fermion calculation can be compared. The theorems do not treat interactions, spin or orbital degeneracy of the rungs, the limit of infinitely many levels, temperature derivatives such as entropy and heat capacity, or any observable other than \(Z\) and \(A\).

```lean
#print axioms LadderBoseFermi.boson_fermion_equivalence
#print axioms LadderBoseFermi.two_particle_equivalence_iff
#print axioms LadderBoseFermi.freeEnergy_shift
```

```
'LadderBoseFermi.boson_fermion_equivalence' depends on axioms: [propext, Classical.choice, Quot.sound]
'LadderBoseFermi.two_particle_equivalence_iff' depends on axioms: [propext, Classical.choice, Quot.sound]
'LadderBoseFermi.freeEnergy_shift' depends on axioms: [propext, Classical.choice, Quot.sound]
```
